# Shifts of the step and interaction parameters, fitted at two step densities, under an error in the terrace energy

## Quantities and conventions

A vicinal surface is cut at a small angle to a low-index plane and consists of flat terraces separated by steps. Let $r$ be the step density, the number of steps per unit length measured in the terrace plane, perpendicular to the steps. Let $f(r)$ be the surface free energy per unit area projected onto that plane. The model is

$$f(r) = g_0 + \beta r + B r^3 .$$

Here $g_0$ is the free energy per area of the terrace, $\beta$ the free energy per length of an isolated step, and $B$ the strength of the interaction between steps. The cubic term stands for a repulsion that falls off as the inverse square of the step spacing: each step then contributes an energy proportional to $r^2$, and there are $r$ steps per unit length.

The problem is this. The energies $f_1 = f(r_1)$ and $f_2 = f(r_2)$ are known at two step densities, and $\beta$ and $B$ are to be extracted from them with the terrace energy held fixed. The value used for the terrace energy is not $g_0$ but $g_0 + d$, so a positive $d$ means a reference that is too high. How far do the extracted parameters, called $\beta'$ and $B'$, lie from $\beta$ and $B$?

For two vicinal surfaces whose energies follow the cubic law, the answer bears on step energies and step interactions taken from electronic-structure calculations, and through them on the facet edges of a Wulff shape built from these parameters.

In Lean 4 with Mathlib:

```lean
import Mathlib

namespace VicinalSurfaceFit
```

All quantities are real numbers, understood to be given in one consistent set of units. The energy law is a function of its three parameters and of the density.

```lean
/-- Surface free energy per projected area of a vicinal surface with step density `r`:
terrace term `g0`, step term `β r` and step interaction term `B r ^ 3`. -/
def surfaceEnergy (g0 β B r : ℝ) : ℝ := g0 + β * r + B * r ^ 3
```

The name `surfaceEnergy` denotes the projected free energy $f$. It is not the free energy $\gamma$ per unit of actual surface area, which equals $f$ times the cosine of the tilt angle. With slopes $\tan\theta$ in place of step densities, the coefficients of the linear and cubic terms would carry powers of the step height.

## Two equations for the displaced fit

Two unknowns are fitted to two data, so the fit is an exact interpolation and no least-squares residual remains. The conditions are

$$g_0 + d + \beta' r_i + B' r_i^3 = g_0 + \beta r_i + B r_i^3, \qquad i = 1, 2 .$$

```lean
/-- The parameters `β'`, `B'`, used with the displaced reference `g0 + d`, reproduce the
energies that `g0`, `β`, `B` give at the two step densities `r1` and `r2`. -/
def IsRefit (g0 β B d r1 r2 β' B' : ℝ) : Prop :=
  surfaceEnergy (g0 + d) β' B' r1 = surfaceEnergy g0 β B r1 ∧
  surfaceEnergy (g0 + d) β' B' r2 = surfaceEnergy g0 β B r2
```

The proposition `IsRefit g0 β B d r1 r2 β' B'` says just this: the curve with the displaced reference passes through both data. It contains no formula for the shifts, and it puts no sign restriction on $\beta$, $B$ or $d$.

The data enter as values of the law itself. What the hypotheses leave open is the step to a real surface, namely that its energies at $r_1$ and $r_2$ are described by the cubic law with its own $g_0$, $\beta$ and $B$, without higher powers of $r$ and without separate errors in the two data.

## Eliminating the step parameter

Write $b = \beta' - \beta$ and $c = B' - B$ for the two parameter errors. The conditions become

$$d + b r_1 + c r_1^3 = 0, \qquad d + b r_2 + c r_2^3 = 0 .$$

Multiply the first by $r_2$, the second by $r_1$, and subtract. The terms in $b$ cancel:

$$d (r_2 - r_1) + c\, r_1 r_2 (r_1^2 - r_2^2) = 0 ,$$

or, after factoring,

$$(r_1 - r_2)\,\bigl[c\, r_1 r_2 (r_1 + r_2) - d\bigr] = 0 .$$

Since $r_1 \neq r_2$, the bracket vanishes. With the abbreviation $P = r_1 r_2 (r_1 + r_2)$ this reads $cP = d$.

For the other error, multiply the first condition by $r_2 (r_1 + r_2)$:

$$d\, r_2 (r_1 + r_2) + bP + r_1^2\, cP = 0 .$$

Replacing $cP$ by $d$ gives

$$bP = -d\,(r_1^2 + r_1 r_2 + r_2^2) .$$

```lean
/-- For two distinct step densities, the errors of the refitted interaction and step
parameters obey two linear relations with the reference error `d`. -/
theorem refit_relations {g0 β B d r1 r2 β' B' : ℝ} (hne : r1 ≠ r2)
    (h : IsRefit g0 β B d r1 r2 β' B') :
    (B' - B) * (r1 * r2 * (r1 + r2)) = d ∧
    (β' - β) * (r1 * r2 * (r1 + r2)) = -d * (r1 ^ 2 + r1 * r2 + r2 ^ 2) := by
  obtain ⟨h1, h2⟩ := h
  unfold surfaceEnergy at h1 h2
  -- eliminate the step parameter and cancel the difference of the densities
  have hB : (B' - B) * (r1 * r2 * (r1 + r2)) = d := by
    apply mul_left_cancel₀ (sub_ne_zero.2 hne)
    linear_combination r2 * h1 - r1 * h2
  refine ⟨hB, ?_⟩
  linear_combination r2 * (r1 + r2) * h1 - r1 ^ 2 * hB
```

The theorem `refit_relations` states both relations without division, and it needs only that the densities differ. In the proof, `mul_left_cancel₀` removes the factor $r_1 - r_2$. Each `linear_combination` line lists the multipliers used above: $r_2$ and $-r_1$ for the elimination, then $r_2(r_1 + r_2)$ together with $-r_1^2$ times the first relation.

## The unique solution

For positive densities $P > 0$, and division gives

$$B' = B + \frac{d}{r_1 r_2 (r_1 + r_2)}, \qquad \beta' = \beta - \frac{d\,(r_1^2 + r_1 r_2 + r_2^2)}{r_1 r_2 (r_1 + r_2)} .$$

So far this shows that a solution can only have these values. To see that they do solve the equations, insert them into the condition at $r_1$:

$$d + b r_1 + c r_1^3 = \frac{d}{P}\bigl[r_1^2 r_2 + r_1 r_2^2 - r_1(r_1^2 + r_1 r_2 + r_2^2) + r_1^3\bigr] = 0 .$$

The formulas are symmetric in the two densities, so the condition at $r_2$ holds as well.

```lean
/-- Reference sensitivity: at two distinct positive step densities, the fit with reference
`g0 + d` has exactly one solution, with the step and interaction parameters shifted as
stated. -/
theorem isRefit_iff {g0 β B d r1 r2 β' B' : ℝ} (h1 : 0 < r1) (h2 : 0 < r2)
    (hne : r1 ≠ r2) :
    IsRefit g0 β B d r1 r2 β' B' ↔
      β' = β - d * (r1 ^ 2 + r1 * r2 + r2 ^ 2) / (r1 * r2 * (r1 + r2)) ∧
      B' = B + d / (r1 * r2 * (r1 + r2)) := by
  have hP : r1 * r2 * (r1 + r2) ≠ 0 := by positivity
  constructor
  · intro h
    obtain ⟨hB, hβ⟩ := refit_relations hne h
    have eB : B' - B = d / (r1 * r2 * (r1 + r2)) := by
      rw [eq_div_iff hP]
      exact hB
    have eβ : β - β' = d * (r1 ^ 2 + r1 * r2 + r2 ^ 2) / (r1 * r2 * (r1 + r2)) := by
      rw [eq_div_iff hP]
      linear_combination -hβ
    exact ⟨by linarith, by linarith⟩
  · -- the shifted parameters do reproduce both data
    rintro ⟨hβ, hB⟩
    have hr1 : r1 ≠ 0 := h1.ne'
    have hr2 : r2 ≠ 0 := h2.ne'
    have hs : r1 + r2 ≠ 0 := by positivity
    unfold IsRefit surfaceEnergy
    rw [hβ, hB]
    constructor <;> field_simp <;> ring
```

In words, `isRefit_iff` says that for distinct positive densities a pair $(\beta', B')$ reproduces both data with the reference $g_0 + d$ if and only if it is the displayed pair. The direction from left to right gives uniqueness, and the reverse direction gives existence.

In the first half of the proof, `eq_div_iff` turns the division-free relations into quotients. In the second half the shifted parameters are substituted, `field_simp` clears the denominators, and `ring` confirms the polynomial identity for each density.

The two errors have opposite signs when $d \neq 0$. A terrace energy that is too high makes the isolated step look too cheap and the repulsion too strong.

If the densities are allowed to coincide, the equivalence fails. Take $r_1 = r_2 = 1$ and $d = 0$. The two conditions are then the same equation, $\beta' + B' = \beta + B$, and it is solved by $\beta' = \beta + 1$, $B' = B - 1$, although the formulas would demand $\beta' = \beta$ and $B' = B$.

## The shifts in a slab calculation

Suppose that two stepped slabs, each with two equivalent surfaces, have been computed. Both have the same terraces and the same kind of step, so that one pair $\beta$, $B$ applies to them, and they differ in the step density. The energy of each, minus that of the same number of bulk atoms, is divided by twice the cell area projected onto the terrace plane. This gives $f_1$ and $f_2$, here at zero temperature and without vibrations. A flat slab gives the terrace energy. The step parameters then follow from the two linear equations

$$\beta' r_i + B' r_i^3 = f_i - (g_0 + d), \qquad i = 1, 2 .$$

The displacement $d$ can arise, for example, when the flat slab has a different thickness or a different sampling of the Brillouin zone from the stepped ones. An offset common to $f_1$, $f_2$ and the terrace energy, all taken per projected area, cancels on the right-hand side and doesn't contribute to $d$.

For illustration, take step spacings of 2 nm and 1 nm, so that $r_1 = 0.5\ \mathrm{nm^{-1}}$ and $r_2 = 1\ \mathrm{nm^{-1}}$, and let $d = 3\ \mathrm{meV/nm^2}$. Then $P = 0.75\ \mathrm{nm^{-3}}$ and $r_1^2 + r_1 r_2 + r_2^2 = 1.75\ \mathrm{nm^{-2}}$. The interaction parameter comes out too large by $4\ \mathrm{meV\,nm}$, and the step parameter too small by $7\ \mathrm{meV/nm}$.

## Wider terraces amplify the errors

Now multiply both densities by the same factor $s > 0$, keeping the surface parameters and the reference error as they were. Let $\beta''$ and $B''$ be the parameters fitted at $s r_1$ and $s r_2$. The product $P$ becomes $s^3 P$, and the quadratic expression $r_1^2 + r_1 r_2 + r_2^2$ acquires a factor $s^2$. The two relations for the new fit are therefore

$$(B'' - B)\, s^3 P = d, \qquad (\beta'' - \beta)\, s^3 P = -s^2 d\,(r_1^2 + r_1 r_2 + r_2^2) .$$

Comparing them with the relations for the old fit gives

$$(B'' - B)\, s^3 P = (B' - B)\, P, \qquad (\beta'' - \beta)\, s^3 P = s^2 (\beta' - \beta)\, P .$$

Cancel $P$ in the first equation and $s^2 P$ in the second:

$$s^3 (B'' - B) = B' - B, \qquad s\,(\beta'' - \beta) = \beta' - \beta .$$

```lean
/-- If two distinct positive step densities are both multiplied by `s > 0`, the error of the
interaction parameter scales as `s⁻³` and that of the step parameter as `s⁻¹`, for the same
reference error. -/
theorem refit_scaling {g0 β B d r1 r2 s β' B' β'' B'' : ℝ} (h1 : 0 < r1) (h2 : 0 < r2)
    (hne : r1 ≠ r2) (hs : 0 < s) (h : IsRefit g0 β B d r1 r2 β' B')
    (h' : IsRefit g0 β B d (s * r1) (s * r2) β'' B'') :
    s ^ 3 * (B'' - B) = B' - B ∧ s * (β'' - β) = β' - β := by
  obtain ⟨hB, hβ⟩ := refit_relations hne h
  obtain ⟨hB', hβ'⟩ := refit_relations (fun e => hne (mul_left_cancel₀ hs.ne' e)) h'
  have hP : r1 * r2 * (r1 + r2) ≠ 0 := by positivity
  have hQ : s ^ 2 * (r1 * r2 * (r1 + r2)) ≠ 0 := by positivity
  constructor
  · apply mul_right_cancel₀ hP
    linear_combination hB' - hB
  · apply mul_right_cancel₀ hQ
    linear_combination hβ' - s ^ 2 * hβ
```

The theorem `refit_scaling` takes two refits as hypotheses, `h` at the original densities and `h'` at the scaled ones, and states the result in multiplied form. Read as quotients, the error in the interaction parameter scales as $s^{-3}$ and that in the step parameter as $s^{-1}$. The letter $s$ is a pure number here and has nothing to do with entropy. The proof applies `refit_relations` twice; the scaled densities are distinct because $s \neq 0$. The two uses of `mul_right_cancel₀` are the two cancellations above.

In the numerical example, doubling the spacings to 4 nm and 2 nm means $s = 1/2$. The error in $B$ grows from 4 to $32\ \mathrm{meV\,nm}$, and the error in $\beta$ from $-7$ to $-14\ \mathrm{meV/nm}$.

## The misfit between and beyond the fitted densities

The displaced curve agrees with the true one at $r_1$ and $r_2$. At a general density $r$ the difference is $d + b r + c r^3$. Multiplying it by $P$ and inserting the two relations gives

$$P\,(d + b r + c r^3) = d\,\bigl[r^3 - (r_1^2 + r_1 r_2 + r_2^2)\, r + r_1 r_2 (r_1 + r_2)\bigr] .$$

The cubic in brackets vanishes at $r_1$ and $r_2$. It has no quadratic term, so its three roots sum to zero and the third is $-(r_1 + r_2)$. Hence the difference between the refitted and the true energy is

$$\frac{d\,(r - r_1)(r - r_2)(r + r_1 + r_2)}{r_1 r_2 (r_1 + r_2)} .$$

```lean
/-- The misfit at any density `r` of a curve refitted at two distinct positive densities is
the reference error `d` times a cubic that vanishes at both fitted densities. -/
theorem refit_misfit {g0 β B d r1 r2 β' B' : ℝ} (h1 : 0 < r1) (h2 : 0 < r2)
    (hne : r1 ≠ r2) (h : IsRefit g0 β B d r1 r2 β' B') (r : ℝ) :
    surfaceEnergy (g0 + d) β' B' r - surfaceEnergy g0 β B r =
      d * (r - r1) * (r - r2) * (r + r1 + r2) / (r1 * r2 * (r1 + r2)) := by
  obtain ⟨hB, hβ⟩ := refit_relations hne h
  have hP : r1 * r2 * (r1 + r2) ≠ 0 := by positivity
  rw [eq_div_iff hP]
  unfold surfaceEnergy
  linear_combination r * hβ + r ^ 3 * hB
```

The theorem `refit_misfit` states this for every real $r$, with the refitted energy first in the difference. At $r = 0$ the expression reduces to $d$, as it must. The proof multiplies by $P$ through `eq_div_iff` and then adds $r$ times the relation for $b$ and $r^3$ times the relation for $c$.

## A third surface reveals the reference error

Let $r_3$ be a further positive density, different from $r_1$ and $r_2$. In the misfit at $r_3$ the factors $r_3 - r_1$ and $r_3 - r_2$ are nonzero, and $r_3 + r_1 + r_2$ is positive. The misfit therefore vanishes exactly when $d = 0$.

```lean
/-- A curve refitted at two distinct positive densities also reproduces the energy at a third
positive density, different from both, exactly when the reference error is zero. -/
theorem third_density_detects {g0 β B d r1 r2 r3 β' B' : ℝ} (h1 : 0 < r1) (h2 : 0 < r2)
    (h3 : 0 < r3) (hne : r1 ≠ r2) (h31 : r3 ≠ r1) (h32 : r3 ≠ r2)
    (h : IsRefit g0 β B d r1 r2 β' B') :
    surfaceEnergy (g0 + d) β' B' r3 = surfaceEnergy g0 β B r3 ↔ d = 0 := by
  have m := refit_misfit h1 h2 hne h r3
  have hP : r1 * r2 * (r1 + r2) ≠ 0 := by positivity
  have hsum : r3 + r1 + r2 ≠ 0 := by positivity
  constructor
  · intro he
    by_contra hd
    rw [he, sub_self] at m
    -- every factor of the misfit is nonzero
    exact div_ne_zero (mul_ne_zero (mul_ne_zero (mul_ne_zero hd (sub_ne_zero.2 h31))
      (sub_ne_zero.2 h32)) hsum) hP m.symm
  · intro hd
    rw [hd] at m ⊢
    rw [zero_mul, zero_mul, zero_mul, zero_div] at m
    exact sub_eq_zero.1 m
```

The equivalence in `third_density_detects` concerns the energy that the same law, with the true parameters, gives at $r_3$. For real data a mismatch at a third density could also come from a departure from the cubic law. In the proof, the forward direction assumes $d \neq 0$ and contradicts the vanishing misfit by `div_ne_zero`, with one nonzero factor after another. The backward direction sets $d = 0$ in the misfit formula.

## A lower bound on the error in the interaction parameter

Suppose that neither density exceeds a value $\rho$. Then

$$P = r_1 r_2 (r_1 + r_2) \le \rho \cdot \rho \cdot 2\rho = 2\rho^3 .$$

From $cP = d$ and $P > 0$ it follows that

$$|d| = |B' - B|\, P \le 2\rho^3\, |B' - B| ,$$

and division by $2\rho^3$ gives

$$|B' - B| \ge \frac{|d|}{2\rho^3} .$$

```lean
/-- If two distinct positive step densities do not exceed `ρ`, a reference error `d` changes
the fitted interaction parameter by at least `|d| / (2 ρ ^ 3)`. -/
theorem interaction_error_lower_bound {g0 β B d r1 r2 ρ β' B' : ℝ} (h1 : 0 < r1)
    (h2 : 0 < r2) (hne : r1 ≠ r2) (h1ρ : r1 ≤ ρ) (h2ρ : r2 ≤ ρ)
    (h : IsRefit g0 β B d r1 r2 β' B') :
    |d| / (2 * ρ ^ 3) ≤ |B' - B| := by
  have hρ : 0 < ρ := lt_of_lt_of_le h1 h1ρ
  have hP : 0 < r1 * r2 * (r1 + r2) := by positivity
  have hle : r1 * r2 * (r1 + r2) ≤ ρ * ρ * (ρ + ρ) := by gcongr
  have hB := (refit_relations hne h).1
  rw [div_le_iff₀ (by positivity)]
  calc |d| = |B' - B| * (r1 * r2 * (r1 + r2)) := by
        rw [← hB, abs_mul, abs_of_pos hP]
    _ ≤ |B' - B| * (ρ * ρ * (ρ + ρ)) := mul_le_mul_of_nonneg_left hle (abs_nonneg _)
    _ = |B' - B| * (2 * ρ ^ 3) := by ring

end VicinalSurfaceFit
```

The theorem `interaction_error_lower_bound` thus limits from below what a given reference error does to $B$, whichever two distinct positive densities up to $\rho$ are chosen. The `calc` block is the chain of inequalities just given, with `gcongr` supplying the bound on $P$. In the example with spacings of 2 nm and 1 nm, $\rho = 1\ \mathrm{nm^{-1}}$ gives a lower bound of $1.5\ \mathrm{meV\,nm}$, compared with the actual error of 4. The bound is not attained for $d \neq 0$, because two distinct densities cannot both equal $\rho$. Halving $\rho$ raises the bound eightfold.

```lean
#print axioms VicinalSurfaceFit.isRefit_iff
#print axioms VicinalSurfaceFit.refit_scaling
#print axioms VicinalSurfaceFit.third_density_detects
#print axioms VicinalSurfaceFit.interaction_error_lower_bound
```

```
'VicinalSurfaceFit.isRefit_iff' depends on axioms: [propext, Classical.choice, Quot.sound]
'VicinalSurfaceFit.refit_scaling' depends on axioms: [propext, Classical.choice, Quot.sound]
'VicinalSurfaceFit.third_density_detects' depends on axioms: [propext, Classical.choice, Quot.sound]
'VicinalSurfaceFit.interaction_error_lower_bound' depends on axioms: [propext, Classical.choice, Quot.sound]
```
